# The G0W0 correlation self-energy as a sum over poles, for finitely many orbitals and excitations

Take one pole on each side of the real axis:

$$\frac{i}{2\pi}\int_{-\infty}^{\infty}\frac{dx}{(x-i)(x+i)}=\frac{i}{2\pi}\,\pi=\frac i2 .$$

With both poles at $i$, the antiderivative $-1/(x-i)$ vanishes at both ends and the integral is zero. This selection by side determines which pole of the screened interaction each orbital picks up.

```lean
import Mathlib

open Complex MeasureTheory Filter
open scoped Real Topology

namespace GWSumOverPoles

noncomputable section
```

An excitation of energy $\Omega$ contributes a pole pair to the screened interaction. The broadening $\eta>0$ encodes time ordering:

$$W_c(x)=\frac1{x-\Omega+i\eta}-\frac1{x+\Omega-i\eta}.$$

```lean
/-- One pole pair of the time-ordered screened interaction, with excitation energy `Ω` and
broadening `η`. -/
def screenedPole (Ω η x : ℝ) : ℂ := 1 / ((x : ℂ) - Ω + I * η) - 1 / ((x : ℂ) + Ω - I * η)
```

An orbital of energy $e$ propagates as $1/(z-e\mp i\eta)$, with the upper sign if it is occupied (`true`) and the lower if it is empty (`false`).

```lean
/-- Time-ordered propagator of an orbital of energy `e`; the flag is `true` for an occupied
orbital and `false` for an empty one. -/
def propagator : Bool → ℝ → ℝ → ℝ → ℂ
  | true, e, η, z => 1 / ((z : ℂ) - e - I * η)
  | false, e, η, z => 1 / ((z : ℂ) - e + I * η)
```

At external frequency $\omega$, with $\hbar=1$, one orbital and one pole pair contribute to the self-energy $i/2\pi$ times the integral over $x$ of $W_c(x)$ times the propagator at $z=\omega+x$. For an occupied and an empty orbital, the expected results are $1/(\omega-e+\Omega-2i\eta)$ and $1/(\omega-e-\Omega+2i\eta)$ respectively.

```lean
/-- The self-energy pole made by an orbital of energy `e` and an excitation of energy `Ω`. -/
def selfEnergyPole : Bool → ℝ → ℝ → ℝ → ℝ → ℂ
  | true, e, Ω, η, ω => 1 / ((ω : ℂ) - e + Ω - 2 * I * η)
  | false, e, Ω, η, ω => 1 / ((ω : ℂ) - e - Ω + 2 * I * η)
```

For non-real $a,b$, convergence follows from

$$\frac1{|x-a||x-b|}\le\frac1{|x-a|^2}+\frac1{|x-b|^2},$$

since each term on the right is a Lorentzian.

```lean
/-- The function `1/((x-a)(x-b))` is integrable over real frequencies when neither pole is real. -/
theorem integrable_pole_pair (a b : ℂ) (ha : a.im ≠ 0) (hb : b.im ≠ 0) :
    Integrable (fun x : ℝ => 1 / (((x : ℂ) - a) * ((x : ℂ) - b))) := by
  have hne : ∀ c : ℂ, c.im ≠ 0 → ∀ x : ℝ, (x : ℂ) - c ≠ 0 := fun c hc x h0 =>
    hc (by simpa using congrArg Complex.im h0)
  -- each inverse squared modulus is a Lorentzian
  have hsq : ∀ c : ℂ, c.im ≠ 0 → Integrable (fun x : ℝ => (‖(x : ℂ) - c‖ ^ 2)⁻¹) := by
    intro c hc
    have h := ((integrable_inv_one_add_sq.comp_div hc).comp_sub_right c.re).const_mul
      ((c.im ^ 2)⁻¹)
    refine h.congr (Eventually.of_forall fun x => ?_)
    have e : ‖(x : ℂ) - c‖ ^ 2 = (x - c.re) ^ 2 + c.im ^ 2 := by
      rw [Complex.sq_norm, Complex.normSq_apply]
      simp only [Complex.sub_re, Complex.sub_im, Complex.ofReal_re, Complex.ofReal_im]
      ring
    show (c.im ^ 2)⁻¹ * (1 + ((x - c.re) / c.im) ^ 2)⁻¹ = (‖(x : ℂ) - c‖ ^ 2)⁻¹
    rw [e, ← mul_inv]
    congr 1
    field_simp
    ring
  refine ((hsq a ha).add (hsq b hb)).mono' ?_ (Eventually.of_forall fun x => ?_)
  · exact (Continuous.div continuous_const (by fun_prop)
      (fun x => mul_ne_zero (hne a ha x) (hne b hb x))).aestronglyMeasurable
  · show ‖1 / (((x : ℂ) - a) * ((x : ℂ) - b))‖ ≤ (‖(x : ℂ) - a‖ ^ 2)⁻¹ + (‖(x : ℂ) - b‖ ^ 2)⁻¹
    rw [norm_div, norm_one, norm_mul, one_div, mul_inv, ← inv_pow, ← inv_pow]
    nlinarith [sq_nonneg (‖(x : ℂ) - a‖⁻¹ - ‖(x : ℂ) - b‖⁻¹), sq_nonneg (‖(x : ℂ) - a‖⁻¹),
      sq_nonneg (‖(x : ℂ) - b‖⁻¹)]
```

For $a\ne b$, partial fractions give the antiderivative

$$F(x)=\frac{\log(u(x-a))-\log(v(x-b))}{a-b}.$$

The constants $u,v=\pm i$ are chosen to make the real parts of both arguments positive, which avoids the branch cut. Factoring out $|x|$ shows that $\log(u(x-a))-\log|x|$ tends to $\log u$ at $+\infty$ and to $\log(-u)$ at $-\infty$. Lean's `Real.log x` is $\log|x|$ for nonzero $x$.

```lean
/-- For non-real `u`, the difference `log (u(x-a)) - log |x|` tends to `log u` as `x → +∞` and to
`log (-u)` as `x → -∞`. -/
theorem log_asymptotics (a u : ℂ) (hu : u ∈ slitPlane) (hu' : -u ∈ slitPlane) :
    Tendsto (fun x : ℝ => Complex.log (u * ((x : ℂ) - a)) - (Real.log x : ℂ)) atTop
      (𝓝 (Complex.log u)) ∧
    Tendsto (fun x : ℝ => Complex.log (u * ((x : ℂ) - a)) - (Real.log x : ℂ)) atBot
      (𝓝 (Complex.log (-u))) := by
  have top : ∀ a u : ℂ, u ∈ slitPlane →
      Tendsto (fun x : ℝ => Complex.log (u * ((x : ℂ) - a)) - (Real.log x : ℂ)) atTop
        (𝓝 (Complex.log u)) := by
    intro a u hu
    have h0 : Tendsto (fun x : ℝ => ((x⁻¹ : ℝ) : ℂ)) atTop (𝓝 ((0 : ℝ) : ℂ)) :=
      (Complex.continuous_ofReal.tendsto 0).comp tendsto_inv_atTop_zero
    have h1 := ((h0.const_mul a).const_sub 1).const_mul u
    have e : u * (1 - a * ((0 : ℝ) : ℂ)) = u := by simp
    rw [e] at h1
    have hne : ∀ᶠ x : ℝ in atTop, u * (1 - a * ((x⁻¹ : ℝ) : ℂ)) ≠ 0 :=
      h1.eventually (eventually_ne_nhds (slitPlane_ne_zero hu))
    refine ((continuousAt_clog hu).tendsto.comp h1).congr' ?_
    filter_upwards [eventually_gt_atTop (0 : ℝ), hne] with x hx hn
    have hx' : (x : ℂ) ≠ 0 := Complex.ofReal_ne_zero.2 hx.ne'
    have hxx : (x : ℂ) * ((x⁻¹ : ℝ) : ℂ) = 1 := by
      rw [Complex.ofReal_inv, mul_inv_cancel₀ hx']
    have hf : u * ((x : ℂ) - a) = (x : ℂ) * (u * (1 - a * ((x⁻¹ : ℝ) : ℂ))) := by
      linear_combination u * a * hxx
    rw [hf, Complex.log_ofReal_mul hx hn]
    exact (add_sub_cancel_left _ _).symm
  refine ⟨top a u hu, ((top (-a) (-u) hu').comp tendsto_neg_atBot_atTop).congr fun x => ?_⟩
  have e : -u * (((-x : ℝ) : ℂ) - -a) = u * ((x : ℂ) - a) := by push_cast; ring
  simp only [Function.comp_apply, Real.log_neg_eq_log, e]
```

In $F(+\infty)-F(-\infty)$ the $\log|x|$ terms cancel, leaving

$$\frac{\log u-\log v-\log(-u)+\log(-v)}{a-b}.$$

```lean
/-- The integral of `1/((x-a)(x-b))` in terms of logarithms, for distinct non-real `a`, `b` and
non-real factors `u`, `v` that keep `u(x-a)` and `v(x-b)` off the branch cut. -/
theorem integral_pole_pair_log (a b u v : ℂ) (hab : a ≠ b) (ha : a.im ≠ 0) (hb : b.im ≠ 0)
    (hu : u ∈ slitPlane) (hu' : -u ∈ slitPlane) (hv : v ∈ slitPlane) (hv' : -v ∈ slitPlane)
    (hua : ∀ x : ℝ, u * ((x : ℂ) - a) ∈ slitPlane)
    (hvb : ∀ x : ℝ, v * ((x : ℂ) - b) ∈ slitPlane) :
    ∫ x : ℝ, 1 / (((x : ℂ) - a) * ((x : ℂ) - b)) =
      ((Complex.log u - Complex.log v) - (Complex.log (-u) - Complex.log (-v))) / (a - b) := by
  have L : ∀ (c d : ℂ) (x : ℝ), c * ((x : ℂ) - d) ∈ slitPlane →
      HasDerivAt (fun y : ℝ => Complex.log (c * ((y : ℂ) - d))) (1 / ((x : ℂ) - d)) x := by
    intro c d x h
    have hc : c ≠ 0 := left_ne_zero_of_mul (slitPlane_ne_zero h)
    have h1 : HasDerivAt (fun z : ℂ => Complex.log (c * (z - d)))
        (c * 1 / (c * ((x : ℂ) - d))) (x : ℂ) :=
      (((hasDerivAt_id' (x : ℂ)).sub_const d).const_mul c).clog h
    exact h1.comp_ofReal.congr_deriv (by rw [mul_one, ← div_div, div_self hc])
  have hd : ∀ x : ℝ, HasDerivAt (fun y : ℝ => (Complex.log (u * ((y : ℂ) - a)) -
      Complex.log (v * ((y : ℂ) - b))) / (a - b)) (1 / (((x : ℂ) - a) * ((x : ℂ) - b))) x := by
    intro x
    have hA := right_ne_zero_of_mul (slitPlane_ne_zero (hua x))
    have hB := right_ne_zero_of_mul (slitPlane_ne_zero (hvb x))
    refine (((L u a x (hua x)).fun_sub (L v b x (hvb x))).div_const (a - b)).congr_deriv ?_
    rw [div_sub_div _ _ hA hB, div_div, div_eq_div_iff
      (mul_ne_zero (mul_ne_zero hA hB) (sub_ne_zero.2 hab)) (mul_ne_zero hA hB)]
    ring
  -- the divergent `log |x|` cancels between the two logarithms
  obtain ⟨at1, ab1⟩ := log_asymptotics a u hu hu'
  obtain ⟨at2, ab2⟩ := log_asymptotics b v hv hv'
  have ht := ((at1.sub at2).div_const (a - b)).congr (fun x => by rw [sub_sub_sub_cancel_right])
  have hbot := ((ab1.sub ab2).div_const (a - b)).congr
    (fun x => by rw [sub_sub_sub_cancel_right])
  rw [integral_of_hasDerivAt_of_tendsto hd (integrable_pole_pair a b ha hb) hbot ht]
  ring
```

For poles on the same side, $u=v$ and this is zero. A double pole has antiderivative $-1/(x-a)$, which vanishes at both ends.

```lean
/-- Two poles on the same side of the real axis give a vanishing frequency integral. -/
theorem integral_same_side (a b : ℂ) (h : 0 < a.im * b.im) :
    ∫ x : ℝ, 1 / (((x : ℂ) - a) * ((x : ℂ) - b)) = 0 := by
  have ha : a.im ≠ 0 := left_ne_zero_of_mul h.ne'
  have hb : b.im ≠ 0 := right_ne_zero_of_mul h.ne'
  have hI : I ∈ slitPlane := mem_slitPlane_iff.2 (Or.inr (by simp))
  have hI' : -I ∈ slitPlane := mem_slitPlane_iff.2 (Or.inr (by simp))
  by_cases hab : a = b
  · -- double pole: the antiderivative is `-1/(x-a)`
    subst hab
    have hd : ∀ x : ℝ, HasDerivAt (fun y : ℝ => -((y : ℂ) - a)⁻¹)
        (1 / (((x : ℂ) - a) * ((x : ℂ) - a))) x := by
      intro x
      have hx : (x : ℂ) - a ≠ 0 := fun h0 => ha (by simpa using congrArg Complex.im h0)
      have h1 : HasDerivAt (fun z : ℂ => (z - a)⁻¹) (-1 / ((x : ℂ) - a) ^ 2) (x : ℂ) :=
        ((hasDerivAt_id' (x : ℂ)).sub_const a).inv hx
      have h2 : HasDerivAt (fun y : ℝ => -((y : ℂ) - a)⁻¹) (-(-1 / ((x : ℂ) - a) ^ 2)) x :=
        h1.comp_ofReal.neg
      exact h2.congr_deriv (by rw [neg_div, neg_neg, sq])
    have hl : ∀ l : Filter ℝ, Tendsto (fun x : ℝ => |x|) l atTop →
        Tendsto (fun x : ℝ => -((x : ℂ) - a)⁻¹) l (𝓝 (-0)) := by
      intro l hl
      have hn : Tendsto (fun x : ℝ => ‖(x : ℂ) - a‖) l atTop := by
        refine tendsto_atTop_mono (fun x => ?_) (tendsto_atTop_add_const_right l (-‖a‖) hl)
        have := norm_sub_norm_le (x : ℂ) a
        rw [Complex.norm_real, Real.norm_eq_abs] at this
        linarith
      refine Tendsto.neg (tendsto_zero_iff_norm_tendsto_zero.2 ?_)
      exact (tendsto_inv_atTop_zero.comp hn).congr (fun x => (norm_inv _).symm)
    rw [integral_of_hasDerivAt_of_tendsto hd (integrable_pole_pair a a ha ha)
      (hl _ tendsto_abs_atBot_atTop) (hl _ tendsto_abs_atTop_atTop), sub_self]
  · rcases lt_or_gt_of_ne ha with h1 | h1
    · have h2 : b.im < 0 := by nlinarith
      rw [integral_pole_pair_log a b (-I) (-I) hab ha hb hI' (by rwa [neg_neg]) hI'
        (by rwa [neg_neg]) (fun x => mem_slitPlane_iff.2 (Or.inl (by simp [h1])))
        (fun x => mem_slitPlane_iff.2 (Or.inl (by simp [h2])))]
      simp
    · have h2 : 0 < b.im := by nlinarith
      rw [integral_pole_pair_log a b I I hab ha hb hI hI' hI hI'
        (fun x => mem_slitPlane_iff.2 (Or.inl (by simp [h1])))
        (fun x => mem_slitPlane_iff.2 (Or.inl (by simp [h2])))]
      simp
```

For $a$ above and $b$ below, $u=i$ and $v=-i$ give $2\pi i/(a-b)$. Multiplying by $i/2\pi$ gives $1/(b-a)$.

```lean
/-- With `a` above and `b` below the real axis, `i/2π` times the frequency integral is
`1/(b-a)`. -/
theorem integral_opposite_sides (a b : ℂ) (ha : 0 < a.im) (hb : b.im < 0) :
    I / (2 * π) * ∫ x : ℝ, 1 / (((x : ℂ) - a) * ((x : ℂ) - b)) = 1 / (b - a) := by
  have hI : I ∈ slitPlane := mem_slitPlane_iff.2 (Or.inr (by simp))
  have hI' : -I ∈ slitPlane := mem_slitPlane_iff.2 (Or.inr (by simp))
  have hπ : (π : ℂ) ≠ 0 := Complex.ofReal_ne_zero.2 Real.pi_ne_zero
  rw [integral_pole_pair_log a b I (-I) (by rintro rfl; linarith) ha.ne' hb.ne hI hI' hI'
    (by rwa [neg_neg]) (fun x => mem_slitPlane_iff.2 (Or.inl (by simp [ha])))
    (fun x => mem_slitPlane_iff.2 (Or.inl (by simp [hb]))),
    neg_neg, Complex.log_I, Complex.log_neg_I, ← neg_sub a b, div_neg]
  generalize a - b = D
  calc _ = (I * I) * ((π : ℂ) * (π : ℂ)⁻¹) * (1 / D) := by ring
    _ = -(1 / D) := by rw [I_mul_I, mul_inv_cancel₀ hπ]; ring
```

With a propagator pole at $b$, the convolution splits:

$$\frac{W_c(x)}{x-b}=\frac1{(x-b)(x-\Omega+i\eta)}-\frac1{(x+\Omega-i\eta)(x-b)}.$$

```lean
/-- The product of a screened pole pair with a simple pole at non-real `b` is integrable, and
its integral splits into two integrals of pole pairs. -/
theorem screened_convolution (Ω η : ℝ) (b : ℂ) (hη : 0 < η) (hb : b.im ≠ 0) :
    Integrable (fun x : ℝ => screenedPole Ω η x * (1 / ((x : ℂ) - b))) ∧
    ∫ x : ℝ, screenedPole Ω η x * (1 / ((x : ℂ) - b)) =
      (∫ x : ℝ, 1 / (((x : ℂ) - b) * ((x : ℂ) - (Ω - I * η)))) -
      ∫ x : ℝ, 1 / (((x : ℂ) - (-Ω + I * η)) * ((x : ℂ) - b)) := by
  have h1 := integrable_pole_pair b (Ω - I * η) hb (by simp [hη.ne'])
  have h2 := integrable_pole_pair (-Ω + I * η) b (by simp [hη.ne']) hb
  have hf : (fun x : ℝ => screenedPole Ω η x * (1 / ((x : ℂ) - b))) = fun x : ℝ =>
      1 / (((x : ℂ) - b) * ((x : ℂ) - (Ω - I * η))) -
      1 / (((x : ℂ) - (-Ω + I * η)) * ((x : ℂ) - b)) := by
    funext x
    have e1 : (x : ℂ) - (Ω - I * η) = x - Ω + I * η := by ring
    have e2 : (x : ℂ) - (-Ω + I * η) = x + Ω - I * η := by ring
    rw [e1, e2, mul_comm ((x : ℂ) - b), screenedPole, sub_mul, div_mul_div_comm,
      div_mul_div_comm, one_mul]
  rw [hf]
  exact ⟨h1.sub h2, integral_sub h1 h2⟩
```

For an empty orbital, $b=e-\omega-i\eta$ lies below the axis. The first term integrates to zero and the second, after multiplication by $i/2\pi$, gives

$$-\frac1{b+\Omega-i\eta}=\frac1{\omega-e-\Omega+2i\eta}.$$

```lean
/-- Empty orbital: the frequency convolution converges absolutely and, times `i/2π`, equals
`1/(ω - e - Ω + 2iη)`. -/
theorem empty_state (ω e Ω η : ℝ) (hη : 0 < η) :
    Integrable (fun x : ℝ => screenedPole Ω η x * propagator false e η (ω + x)) ∧
    I / (2 * π) * ∫ x : ℝ, screenedPole Ω η x * propagator false e η (ω + x) =
      1 / ((ω : ℂ) - e - Ω + 2 * I * η) := by
  have hp : ∀ x : ℝ, propagator false e η (ω + x) = 1 / ((x : ℂ) - (e - ω - I * η)) := by
    intro x
    show 1 / (((ω + x : ℝ) : ℂ) - e + I * η) = _
    push_cast
    congr 1
    ring
  have hb : ((e : ℂ) - ω - I * η).im < 0 := by simp [hη]
  have hl : ((Ω : ℂ) - I * η).im < 0 := by simp [hη]
  have hq : 0 < (-(Ω : ℂ) + I * η).im := by simp [hη]
  simp only [hp]
  obtain ⟨hi, he⟩ := screened_convolution Ω η (e - ω - I * η) hη hb.ne
  refine ⟨hi, ?_⟩
  -- only the pole of `Wc` in the upper half-plane contributes
  rw [he, mul_sub, integral_same_side _ _ (mul_pos_of_neg_of_neg hb hl), mul_zero,
    integral_opposite_sides _ _ hq hb, zero_sub, ← div_neg]
  congr 1
  ring
```

For an occupied orbital, $b=e-\omega+i\eta$ lies above. Now the second term integrates to zero and the first, after multiplication by $i/2\pi$, gives

$$\frac1{\Omega-i\eta-b}=\frac1{\omega-e+\Omega-2i\eta}.$$

```lean
/-- Occupied orbital: the frequency convolution converges absolutely and, times `i/2π`, equals
`1/(ω - e + Ω - 2iη)`. -/
theorem occupied_state (ω e Ω η : ℝ) (hη : 0 < η) :
    Integrable (fun x : ℝ => screenedPole Ω η x * propagator true e η (ω + x)) ∧
    I / (2 * π) * ∫ x : ℝ, screenedPole Ω η x * propagator true e η (ω + x) =
      1 / ((ω : ℂ) - e + Ω - 2 * I * η) := by
  have hp : ∀ x : ℝ, propagator true e η (ω + x) = 1 / ((x : ℂ) - (e - ω + I * η)) := by
    intro x
    show 1 / (((ω + x : ℝ) : ℂ) - e - I * η) = _
    push_cast
    congr 1
    ring
  have hb : 0 < ((e : ℂ) - ω + I * η).im := by simp [hη]
  have hl : ((Ω : ℂ) - I * η).im < 0 := by simp [hη]
  have hq : 0 < (-(Ω : ℂ) + I * η).im := by simp [hη]
  simp only [hp]
  obtain ⟨hi, he⟩ := screened_convolution Ω η (e - ω + I * η) hη hb.ne'
  refine ⟨hi, ?_⟩
  -- only the pole of `Wc` in the lower half-plane contributes
  rw [he, mul_sub, integral_same_side _ _ (mul_pos hq hb), mul_zero,
    integral_opposite_sides _ _ hb hl, sub_zero]
  congr 1
  ring
```

Let `ι` label orbitals and `κ` excitations, both finite. Complex amplitudes $M^s_{nm}$ weight the pole pairs:

$$W_{nn'm}(x)=\sum_s M^s_{nm}\overline{M^s_{n'm}}\,W_c^{s}(x).$$

Giving both poles of a pair the same weight assumes real transition densities, which can be chosen when time-reversal symmetry holds; without it the two poles can carry different weights. Energies, occupations and amplitudes are inputs; the theorems do not derive them from a screening calculation.

```lean
variable {ι κ : Type*} [Fintype ι] [Fintype κ]

/-- Matrix element of the correlation part of the screened interaction between the orbital pairs `n
m` and `n' m`, built from excitations `s` with energies `Ω s` and amplitudes `M s`, in the model
where both poles of a pair carry the same weight. -/
def screenedInteraction (Ω : κ → ℝ) (M : κ → ι → ι → ℂ) (η : ℝ) (n n' m : ι) (x : ℝ) : ℂ :=
  ∑ s, M s n m * star (M s n' m) * screenedPole (Ω s) η x
```

The self-energy is defined by the frequency integral itself, not by its expected answer. It excludes the exchange part.

```lean
/-- The G0W0 correlation self-energy: `i/2π` times the frequency convolution of the propagator
with the screened interaction. -/
def correlationSelfEnergy (occ : ι → Bool) (e : ι → ℝ) (Ω : κ → ℝ) (M : κ → ι → ι → ℂ)
    (n n' : ι) (ω η : ℝ) : ℂ :=
  I / (2 * π) * ∫ x : ℝ, ∑ m, propagator (occ m) (e m) η (ω + x) *
    screenedInteraction Ω M η n n' m x
```

Absolute convergence lets the finite sums leave the integral, so for every $\eta>0$

$$\Sigma_{nn'}(\omega)=\sum_{m,s}\frac{M^s_{nm}\overline{M^s_{n'm}}}{\omega-e_m\pm(\Omega_s-2i\eta)},$$

with $+$ for occupied $m$ and $-$ for empty $m$. In a fully analytic G0W0 calculation in a finite basis, an RPA diagonalisation supplies $\Omega_s$ and the amplitudes, and the code evaluates this double sum. If its denominators carry a single broadening $\delta$, the comparison requires $\delta=2\eta$.

```lean
/-- Every matrix element of the G0W0 correlation self-energy is a finite sum over orbitals and
excitations of amplitudes times simple poles. -/
theorem selfEnergy_sum_over_poles (occ : ι → Bool) (e : ι → ℝ) (Ω : κ → ℝ)
    (M : κ → ι → ι → ℂ) (n n' : ι) (ω η : ℝ) (hη : 0 < η) :
    correlationSelfEnergy occ e Ω M n n' ω η =
      ∑ m, ∑ s, M s n m * star (M s n' m) * selfEnergyPole (occ m) (e m) (Ω s) η ω := by
  have hpole : ∀ (o : Bool) (e Ω : ℝ),
      Integrable (fun x : ℝ => screenedPole Ω η x * propagator o e η (ω + x)) ∧
      I / (2 * π) * ∫ x : ℝ, screenedPole Ω η x * propagator o e η (ω + x) =
        selfEnergyPole o e Ω η ω := by
    rintro (_ | _) e Ω
    · exact empty_state ω e Ω η hη
    · exact occupied_state ω e Ω η hη
  have hf : (fun x : ℝ => ∑ m, propagator (occ m) (e m) η (ω + x) *
      screenedInteraction Ω M η n n' m x) = fun x : ℝ => ∑ m, ∑ s,
        M s n m * star (M s n' m) *
          (screenedPole (Ω s) η x * propagator (occ m) (e m) η (ω + x)) := by
    funext x
    simp only [screenedInteraction, Finset.mul_sum]
    exact Finset.sum_congr rfl fun m _ => Finset.sum_congr rfl fun s _ => by ring
  -- absolute convergence allows the finite sums to leave the integral
  rw [correlationSelfEnergy, hf, MeasureTheory.integral_finsetSum _ (fun m _ => MeasureTheory.integrable_finsetSum _
    fun s _ => (hpole (occ m) (e m) (Ω s)).1.const_mul _), Finset.mul_sum]
  refine Finset.sum_congr rfl fun m _ => ?_
  rw [MeasureTheory.integral_finsetSum _ (fun s _ => (hpole (occ m) (e m) (Ω s)).1.const_mul _),
    Finset.mul_sum]
  refine Finset.sum_congr rfl fun s _ => ?_
  rw [integral_const_mul, ← (hpole (occ m) (e m) (Ω s)).2]
  ring
```

If $\omega$ avoids every pole (`hω`), each denominator stays nonzero at $\eta=0$. Continuity then gives the limit $\eta\to0^+$, with real denominators $\omega-e_m\pm\Omega_s$.

```lean
/-- At a frequency away from all poles, the self-energy tends, as the broadening goes to zero
from above, to the sum over poles with real denominators `ω - e + Ω` (occupied) and
`ω - e - Ω` (empty). -/
theorem selfEnergy_zero_broadening (occ : ι → Bool) (e : ι → ℝ) (Ω : κ → ℝ)
    (M : κ → ι → ι → ℂ) (n n' : ι) (ω : ℝ)
    (hω : ∀ m s, ω - e m + (if occ m then Ω s else -Ω s) ≠ 0) :
    Tendsto (fun η : ℝ => correlationSelfEnergy occ e Ω M n n' ω η) (𝓝[>] 0)
      (𝓝 (∑ m, ∑ s, M s n m * star (M s n' m) *
        (1 / ((ω - e m + (if occ m then Ω s else -Ω s) : ℝ) : ℂ)))) := by
  have hp : ∀ (o : Bool) (e Ω : ℝ), ω - e + (if o then Ω else -Ω) ≠ 0 →
      Tendsto (fun η : ℝ => selfEnergyPole o e Ω η ω) (𝓝[>] 0)
        (𝓝 (1 / ((ω - e + (if o then Ω else -Ω) : ℝ) : ℂ))) := by
    rintro (_ | _) e Ω h
    · have eq : ((ω - e + (if false then Ω else -Ω) : ℝ) : ℂ) =
          (ω : ℂ) - e - Ω + 2 * I * ((0 : ℝ) : ℂ) := by simp [sub_eq_add_neg]
      have h' := Complex.ofReal_ne_zero.2 h
      rw [eq] at h' ⊢
      have hc : ContinuousAt (fun η : ℝ => 1 / ((ω : ℂ) - e - Ω + 2 * I * (η : ℂ))) 0 :=
        ContinuousAt.div continuousAt_const (by fun_prop) h'
      exact hc.tendsto.mono_left nhdsWithin_le_nhds
    · have eq : ((ω - e + (if true then Ω else -Ω) : ℝ) : ℂ) =
          (ω : ℂ) - e + Ω - 2 * I * ((0 : ℝ) : ℂ) := by simp
      have h' := Complex.ofReal_ne_zero.2 h
      rw [eq] at h' ⊢
      have hc : ContinuousAt (fun η : ℝ => 1 / ((ω : ℂ) - e + Ω - 2 * I * (η : ℂ))) 0 :=
        ContinuousAt.div continuousAt_const (by fun_prop) h'
      exact hc.tendsto.mono_left nhdsWithin_le_nhds
  refine Tendsto.congr' ?_ (tendsto_finsetSum _ fun m _ => tendsto_finsetSum _ fun s _ =>
    (hp (occ m) (e m) (Ω s) (hω m s)).const_mul (M s n m * star (M s n' m)))
  filter_upwards [self_mem_nhdsWithin] with η hη
  exact (selfEnergy_sum_over_poles occ e Ω M n n' ω η hη).symm

end

end GWSumOverPoles
```

```lean
#print axioms GWSumOverPoles.selfEnergy_sum_over_poles
#print axioms GWSumOverPoles.selfEnergy_zero_broadening
```

```
'GWSumOverPoles.selfEnergy_sum_over_poles' depends on axioms: [propext, Classical.choice, Quot.sound]
'GWSumOverPoles.selfEnergy_zero_broadening' depends on axioms: [propext, Classical.choice, Quot.sound]
```
